# A one-dimensional Gaussian ultrasoft projector with D < 0 and q ≥ 0 has exactly one negative bound-state energy

A search that finds one negative energy of an ultrasoft problem does not show whether it has missed another. For one electron in one dimension, with a single Gaussian projector, no local potential, $D<0$ and $q\ge 0$, there is no second energy to miss. This makes the model a simple test case for a generalised eigensolver.

Units are $\hbar=m=1$, $k$ is the momentum, and a negative energy is written $E=-\kappa^2/2$ with $\kappa>0$.

## The secular equation and the eigenvalue problem

```lean
import Mathlib

open MeasureTheory

namespace UltrasoftGaussianBoundState

noncomputable section
```

These lines load Mathlib and open its integration theory.

```lean
/-- The integral `I(κ) = c ∫ exp(-s²k²)/(k² + κ²) dk` of the secular equation, for `κ ≠ 0`. -/
def greenIntegral (c s κ : ℝ) : ℝ :=
  c * ∫ k : ℝ, Real.exp (-(s * k) ^ 2) / (k ^ 2 + κ ^ 2)
```

This defines
$$I(\kappa)=c\int_{\mathbb R}\frac{e^{-s^2k^2}}{k^2+\kappa^2}\,dk .$$
All parameters are real numbers, and $s$ sets the width of the Gaussian. For the eigenvalue problem below, $c=2b^2$, where $b$ is the amplitude of the projector. Conditions such as $c>0$ appear later, as hypotheses of the theorems.

```lean
/-- The left side `-(D + q κ²/2) I(κ)` of the ultrasoft secular equation, for `κ ≠ 0`. -/
def secular (c s D q κ : ℝ) : ℝ := -(D + q * κ ^ 2 / 2) * greenIntegral c s κ
```

The secular equation sets this expression, $-(D+q\kappa^2/2)\,I(\kappa)$, equal to 1. The strength $D$ is negative for an attractive projector. The overlap coefficient $q$ sets how much norm the smooth pseudo-wavefunction $\psi$ lacks near the atom: the missing norm is $q\langle\beta|\psi\rangle^2$, with $\beta$ the projector defined next. Both $D$ and $q$ are given numbers here, not derived from an atom.

```lean
/-- The Gaussian projector `β(k) = b exp(-s²k²/2)` in momentum space. -/
def projector (b s k : ℝ) : ℝ := b * Real.exp (-(s * k) ^ 2 / 2)
```

The projector is $\beta(k)=b\,e^{-s^2k^2/2}$, which need not be normalised.

```lean
/-- The projection `⟨β|ψ⟩` of a real momentum-space wavefunction. -/
def projection (b s : ℝ) (ψ : ℝ → ℝ) : ℝ := ∫ k : ℝ, projector b s k * ψ k
```

Write $P=\langle\beta|\psi\rangle=\int\beta(k)\psi(k)\,dk$ for the projection of a real wavefunction $\psi$.

```lean
/-- A nonzero, square-integrable real solution `ψ` of the generalised eigenvalue problem
`(k²/2 + D|β⟩⟨β|) ψ = E (1 + q|β⟩⟨β|) ψ`. -/
def IsBoundState (b s D q E : ℝ) (ψ : ℝ → ℝ) : Prop :=
  ψ ≠ 0 ∧ MemLp ψ 2 ∧ ∀ k, k ^ 2 / 2 * ψ k + D * projector b s k * projection b s ψ
    = E * (ψ k + q * projector b s k * projection b s ψ)
```

A bound state is a nonzero, square-integrable $\psi$ that satisfies, for every $k$,
$$\tfrac{k^2}{2}\psi(k)+D\beta(k)P=E\,[\psi(k)+q\beta(k)P].$$
`MemLp ψ 2` is the square-integrability.

## The integral in scaled momentum

```lean
/-- The function `exp(-s²κ²u²)/(1 + u²)` of the scaled momentum `u`. -/
def scaledWeight (s κ u : ℝ) : ℝ := Real.exp (-(s * (κ * u)) ^ 2) / (1 + u ^ 2)
```

With $u=k/\kappa$, the integrand of $I(\kappa)$ becomes $\kappa^{-2}$ times $e^{-s^2\kappa^2u^2}/(1+u^2)$. The definition keeps the second factor, called the integrand below.

```lean
/-- The scaled integral `J(κ) = ∫ exp(-s²κ²u²)/(1 + u²) du`. -/
def profile (s κ : ℝ) : ℝ := ∫ u : ℝ, scaledWeight s κ u
```

Its integral over $u$ is called $J(\kappa)$.

```lean
private lemma weight_pos (s κ u : ℝ) : 0 < scaledWeight s κ u := by
  unfold scaledWeight
  positivity
```

The integrand is positive; the tactic `positivity` checks the signs.

```lean
private lemma weight_meas (s κ : ℝ) : AEStronglyMeasurable (scaledWeight s κ) volume := by
  have h : Continuous (scaledWeight s κ) := by
    unfold scaledWeight
    exact Continuous.div (by fun_prop) (by fun_prop) (fun u => by positivity)
  exact h.aestronglyMeasurable
```

It is continuous, hence measurable.

```lean
private lemma weight_bound (s κ u : ℝ) : ‖scaledWeight s κ u‖ ≤ (1 + u ^ 2)⁻¹ := by
  rw [Real.norm_of_nonneg (weight_pos s κ u).le]
  unfold scaledWeight
  rw [div_eq_mul_inv]
  have h : Real.exp (-(s * (κ * u)) ^ 2) ≤ 1 :=
    Real.exp_le_one_iff.2 (neg_nonpos.2 (sq_nonneg _))
  exact mul_le_of_le_one_left (by positivity) h
```

The exponential is at most 1, so the integrand is at most $1/(1+u^2)$.

```lean
private lemma weight_integrable (s κ : ℝ) : Integrable (scaledWeight s κ) :=
  integrable_inv_one_add_sq.mono' (weight_meas s κ)
    (Filter.Eventually.of_forall (weight_bound s κ))
```

That bound has a finite integral, so the integrand does too.

```lean
private lemma profile_pos (s κ : ℝ) : 0 < profile s κ := by
  unfold profile
  rw [integral_pos_iff_support_of_nonneg (fun u => (weight_pos s κ u).le)
    (weight_integrable s κ)]
  have h : Function.support (fun u => scaledWeight s κ u) = Set.univ :=
    Set.eq_univ_of_forall fun u => (weight_pos s κ u).ne'
  rw [h]
  simp
```

A positive integrand gives $J(\kappa)>0$.

```lean
private lemma profile_anti (s : ℝ) {x y : ℝ} (hx : 0 ≤ x) (hxy : x ≤ y) :
    profile s y ≤ profile s x := by
  refine integral_mono (weight_integrable s y) (weight_integrable s x) fun u => ?_
  have h2 : x ^ 2 ≤ y ^ 2 := pow_le_pow_left₀ hx hxy 2
  have h : Real.exp (-(s * (y * u)) ^ 2) ≤ Real.exp (-(s * (x * u)) ^ 2) := by
    apply Real.exp_le_exp.2
    nlinarith [mul_le_mul_of_nonneg_left h2 (sq_nonneg (s * u))]
  exact div_le_div_of_nonneg_right h (by positivity)
```

For $0\le x\le y$ the exponential at $y$ is no larger than at $x$, so $J(y)\le J(x)$.

```lean
private lemma profile_continuous (s : ℝ) : Continuous (profile s) := by
  refine continuous_of_dominated (weight_meas s)
    (fun κ => Filter.Eventually.of_forall (weight_bound s κ)) integrable_inv_one_add_sq
    (Filter.Eventually.of_forall fun u => ?_)
  unfold scaledWeight
  fun_prop
```

$J$ is continuous by dominated convergence, with the same bound $1/(1+u^2)$.

```lean
/-- Measuring momentum in units of `κ > 0` gives `I(κ) = c J(κ)/κ`. -/
theorem greenIntegral_eq (c s : ℝ) {κ : ℝ} (hκ : 0 < κ) :
    greenIntegral c s κ = c * profile s κ / κ := by
  have h : ∫ u : ℝ, Real.exp (-(s * (κ * u)) ^ 2) / ((κ * u) ^ 2 + κ ^ 2)
      = |κ⁻¹| • ∫ k : ℝ, Real.exp (-(s * k) ^ 2) / (k ^ 2 + κ ^ 2) :=
    Measure.integral_comp_mul_left
      (fun k : ℝ => Real.exp (-(s * k) ^ 2) / (k ^ 2 + κ ^ 2)) κ
  have h2 : profile s κ
      = κ ^ 2 * ∫ u : ℝ, Real.exp (-(s * (κ * u)) ^ 2) / ((κ * u) ^ 2 + κ ^ 2) := by
    unfold profile scaledWeight
    rw [← integral_const_mul]
    congr 1
    ext u
    rw [show (κ * u) ^ 2 + κ ^ 2 = κ ^ 2 * (1 + u ^ 2) by ring, ← mul_div_assoc,
      mul_div_mul_left _ _ (pow_ne_zero 2 hκ.ne')]
  have hk : ∀ X : ℝ, κ ^ 2 * (κ⁻¹ * X) = κ * X := fun X => by field_simp
  rw [h2, h, abs_of_pos (inv_pos.2 hκ), smul_eq_mul, hk, eq_div_iff hκ.ne']
  unfold greenIntegral
  ring
```

Substituting $k=\kappa u$, $dk=\kappa\,du$ gives
$$I(\kappa)=c\int\frac{e^{-s^2\kappa^2u^2}}{\kappa^2(1+u^2)}\,\kappa\,du=\frac{c\,J(\kappa)}{\kappa}.$$
`Measure.integral_comp_mul_left` is the change of variable.

```lean
/-- For `c > 0` the integral `I(κ)` is strictly decreasing in `κ > 0`. -/
theorem greenIntegral_strictAnti {c : ℝ} (s : ℝ) {x y : ℝ} (hc : 0 < c) (hx : 0 < x)
    (hxy : x < y) : greenIntegral c s y < greenIntegral c s x := by
  have hy := hx.trans hxy
  rw [greenIntegral_eq c s hx, greenIntegral_eq c s hy]
  have hJ := mul_le_mul_of_nonneg_left (profile_anti s hx.le hxy.le) hc.le
  exact (div_le_div_of_nonneg_right hJ hy.le).trans_lt
    (div_lt_div_of_pos_left (mul_pos hc (profile_pos s x)) hx hxy)
```

For $0<x<y$,
$$I(y)=\frac{cJ(y)}{y}\le\frac{cJ(x)}{y}<\frac{cJ(x)}{x}=I(x).$$

```lean
private lemma green_pos {c : ℝ} (s : ℝ) {κ : ℝ} (hc : 0 < c) (hκ : 0 < κ) :
    0 < greenIntegral c s κ := by
  rw [greenIntegral_eq c s hκ]
  exact div_pos (mul_pos hc (profile_pos s κ)) hκ
```

The same formula shows that $I(\kappa)>0$.

## One root, and when it exists

```lean
private lemma root_le {c s D p q x y : ℝ} (hc : 0 < c) (hp : 0 ≤ p) (hpq : p ≤ q)
    (hx : 0 < x) (hy : 0 < y) (h1 : secular c s D p x = 1) (h2 : secular c s D q y = 1) :
    y ≤ x := by
  by_contra hlt
  have hxy : x < y := lt_of_not_ge hlt
  unfold secular at h1 h2
  have hIx := green_pos s hc hx
  have hIy := green_pos s hc hy
  -- at a root the energy-dependent coupling is attractive
  have hg : 0 < -(D + q * y ^ 2 / 2) :=
    pos_of_mul_pos_left (by rw [h2]; exact one_pos) hIy.le
  have hs : p * x ^ 2 ≤ q * y ^ 2 :=
    mul_le_mul hpq (pow_le_pow_left₀ hx.le hxy.le 2) (sq_nonneg x) (hp.trans hpq)
  have h3 := mul_lt_mul_of_pos_left (greenIntegral_strictAnti s hc hx hxy) hg
  have h4 : -(D + q * y ^ 2 / 2) * greenIntegral c s x
      ≤ -(D + p * x ^ 2 / 2) * greenIntegral c s x :=
    mul_le_mul_of_nonneg_right (by linarith) hIx.le
  linarith
```

Let $x$ be a root for $p$ and $y$ a root for $q$, with $0\le p\le q$. Suppose $x<y$ (`by_contra`). Since $-(D+qy^2/2)I(y)=1$ and $I(y)>0$, the factor $-(D+qy^2/2)$ is positive. Therefore
$$1=-\Big(D+\tfrac{qy^2}{2}\Big)I(y)<-\Big(D+\tfrac{qy^2}{2}\Big)I(x)\le-\Big(D+\tfrac{px^2}{2}\Big)I(x)=1,$$
a contradiction, so $y\le x$. The steps `h3` and `h4` are the two inequalities, and `linarith` combines them.

```lean
/-- For `c > 0`, `D < 0` and `q ≥ 0` the secular equation `-(D + q κ²/2) I(κ) = 1` has exactly
one root `κ > 0`. -/
theorem existsUnique_root {c D q : ℝ} (s : ℝ) (hc : 0 < c) (hD : D < 0) (hq : 0 ≤ q) :
    ∃! κ : ℝ, 0 < κ ∧ secular c s D q κ = 1 := by
  obtain ⟨B, hB⟩ : ∃ B, B = -D * (c * profile s 0) := ⟨_, rfl⟩
  have hB0 : 0 < B := by
    rw [hB]
    exact mul_pos (neg_pos.2 hD) (mul_pos hc (profile_pos s 0))
  have hcont : Continuous fun κ => -(D + q * κ ^ 2 / 2) * (c * profile s κ) - κ := by
    have := profile_continuous s
    fun_prop
  -- the function is positive at 0 and nonpositive at B
  have hlow : -(D + q * B ^ 2 / 2) * (c * profile s B) - B ≤ 0 := by
    have hJ := profile_pos s B
    have h1 : 0 ≤ q * B ^ 2 / 2 * (c * profile s B) := by positivity
    have h2 : -D * (c * profile s B) ≤ -D * (c * profile s 0) :=
      mul_le_mul_of_nonneg_left
        (mul_le_mul_of_nonneg_left (profile_anti s le_rfl hB0.le) hc.le) (neg_pos.2 hD).le
    linarith
  have hhigh : 0 ≤ -(D + q * (0 : ℝ) ^ 2 / 2) * (c * profile s 0) - 0 := by
    linarith
  obtain ⟨κ, hκ, hroot⟩ := intermediate_value_Icc' hB0.le hcont.continuousOn ⟨hlow, hhigh⟩
  have hroot' : -(D + q * κ ^ 2 / 2) * (c * profile s κ) - κ = 0 := hroot
  have hne : κ ≠ 0 := by
    rintro rfl
    linarith
  have hpos : 0 < κ := lt_of_le_of_ne hκ.1 hne.symm
  have hsec : secular c s D q κ = 1 := by
    unfold secular
    rw [greenIntegral_eq c s hpos, ← mul_div_assoc, div_eq_one_iff_eq hne]
    linarith
  refine ⟨κ, ⟨hpos, hsec⟩, fun y hy => ?_⟩
  exact le_antisymm (root_le hc hq le_rfl hpos hy.1 hsec hy.2)
    (root_le hc hq le_rfl hy.1 hpos hy.2 hsec)
```

The symbol `∃!` means "there is exactly one". For existence, let
$$F(\kappa)=-\Big(D+\tfrac{q\kappa^2}{2}\Big)cJ(\kappa)-\kappa,\qquad B=-D\,cJ(0)>0 .$$
Then $F(0)=B>0$. Since $q\ge0$ and $J(B)\le J(0)$, also $F(B)\le -D\,cJ(B)-B\le0$. The intermediate value theorem gives a zero in $[0,B]$, which is not 0, and dividing $F(\kappa)=0$ by $\kappa$ gives the secular equation. For uniqueness, the previous lemma with $p=q$ is applied to two roots in both orders.

```lean
/-- For `c > 0` and `q ≥ 0` the secular equation has a root `κ > 0` if and only if `D < 0`. -/
theorem exists_root_iff {c D q : ℝ} (s : ℝ) (hc : 0 < c) (hq : 0 ≤ q) :
    (∃ κ : ℝ, 0 < κ ∧ secular c s D q κ = 1) ↔ D < 0 := by
  refine ⟨fun ⟨κ, hκ, h⟩ => ?_, fun hD => (existsUnique_root s hc hD hq).exists⟩
  by_contra hD
  have hD' : 0 ≤ D := not_lt.1 hD
  have hI := green_pos s hc hκ
  have : 0 ≤ (D + q * κ ^ 2 / 2) * greenIntegral c s κ := by positivity
  unfold secular at h
  linarith
```

If $D\ge0$, the left side of the secular equation is at most 0 and cannot equal 1. For $c>0$ and $q\ge0$, a root therefore exists exactly when $D<0$.

```lean
/-- For `c > 0`, raising the overlap coefficient from `p ≥ 0` to `q > p` at fixed `D` strictly
lowers the positive root, from `x` to `y`. -/
theorem root_strictAnti_overlap {c s D p q x y : ℝ} (hc : 0 < c) (hp : 0 ≤ p) (hpq : p < q)
    (hx : 0 < x) (hy : 0 < y) (h1 : secular c s D p x = 1) (h2 : secular c s D q y = 1) :
    y < x := by
  refine lt_of_le_of_ne (root_le hc hp hpq.le hx hy h1 h2) ?_
  rintro rfl
  have h : 0 < (q - p) * y ^ 2 * greenIntegral c s y :=
    mul_pos (mul_pos (sub_pos.2 hpq) (pow_pos hy 2)) (green_pos s hc hy)
  unfold secular at h1 h2
  linarith
```

If $q>p$, the comparison lemma gives $y\le x$. Equality would make the two secular equations differ by $(q-p)y^2I(y)/2>0$, although both equal 1. A larger overlap coefficient at fixed $D$ therefore makes the binding weaker.

## From roots to bound states

```lean
/-- A bound state at energy `-κ²/2`, `κ > 0`, is a multiple of `β(k)/(k² + κ²)`, with the
prefactor fixed by its projection `⟨β|ψ⟩`. -/
theorem boundState_form {b s D q κ : ℝ} {ψ : ℝ → ℝ} (hκ : 0 < κ)
    (h : IsBoundState b s D q (-κ ^ 2 / 2) ψ) (k : ℝ) :
    ψ k = -(D + q * κ ^ 2 / 2) * 2 * projection b s ψ
      * (projector b s k / (k ^ 2 + κ ^ 2)) := by
  have hne : k ^ 2 + κ ^ 2 ≠ 0 := by positivity
  rw [← mul_div_assoc, eq_div_iff hne]
  linear_combination 2 * h.2.2 k
```

Put $E=-\kappa^2/2$ into the eigenvalue equation, multiply by 2 and collect $\psi$:
$$\psi(k)=-2\Big(D+\tfrac{q\kappa^2}{2}\Big)P\,\frac{\beta(k)}{k^2+\kappa^2}.$$
The state at a given negative energy is thus fixed up to a factor. `linear_combination` does the algebra.

```lean
private lemma projection_response (b s κ t : ℝ) :
    projection b s (fun k => t * (projector b s k / (k ^ 2 + κ ^ 2)))
      = t * (greenIntegral (2 * b ^ 2) s κ / 2) := by
  have h : (fun k => projector b s k * (t * (projector b s k / (k ^ 2 + κ ^ 2))))
      = fun k => (t * b ^ 2) * (Real.exp (-(s * k) ^ 2) / (k ^ 2 + κ ^ 2)) := by
    ext k
    have e : Real.exp (-(s * k) ^ 2)
        = Real.exp (-(s * k) ^ 2 / 2) * Real.exp (-(s * k) ^ 2 / 2) := by
      rw [← Real.exp_add]
      congr 1
      ring
    rw [e]
    unfold projector
    ring
  unfold projection greenIntegral
  rw [h, integral_const_mul]
  ring
```

With $c=2b^2$, the projection of $\beta/(k^2+\kappa^2)$ on $\beta$ is
$$b^2\int\frac{e^{-s^2k^2}}{k^2+\kappa^2}\,dk=\frac{I(\kappa)}{2}.$$
The lemma carries an extra factor $t$.

```lean
/-- For `κ > 0` the ultrasoft eigenvalue problem has a bound state at energy `-κ²/2` if and only
if `κ` solves the secular equation with `c = 2b²`. -/
theorem exists_boundState_iff (b s D q : ℝ) {κ : ℝ} (hκ : 0 < κ) :
    (∃ ψ, IsBoundState b s D q (-κ ^ 2 / 2) ψ) ↔ secular (2 * b ^ 2) s D q κ = 1 := by
  unfold secular
  constructor
  · rintro ⟨ψ, h⟩
    have hform := boundState_form hκ h
    -- project the explicit wavefunction on β
    have hA := (congrArg (projection b s) (funext hform)).trans
      (projection_response b s κ (-(D + q * κ ^ 2 / 2) * 2 * projection b s ψ))
    have hA0 : projection b s ψ ≠ 0 := by
      intro h0
      apply h.1
      funext k
      rw [hform k, h0]
      simp
    apply mul_left_cancel₀ hA0
    linear_combination -hA
  · intro h
    have hP : projection b s (fun k => projector b s k / (k ^ 2 + κ ^ 2))
        = greenIntegral (2 * b ^ 2) s κ / 2 := by
      have := projection_response b s κ 1
      simpa only [one_mul] using this
    have hI : greenIntegral (2 * b ^ 2) s κ ≠ 0 := by
      intro h0
      rw [h0, mul_zero] at h
      exact zero_ne_one h
    have hP0 : projection b s (fun k => projector b s k / (k ^ 2 + κ ^ 2)) ≠ 0 := by
      rw [hP]
      exact div_ne_zero hI two_ne_zero
    refine ⟨fun k => projector b s k / (k ^ 2 + κ ^ 2), ?_, ?_, fun k => ?_⟩
    · intro h0
      apply hP0
      rw [h0]
      simp [projection]
    · -- square integrability of ψ follows from the integrability of β²/(k² + κ²)
      have hint : Integrable
          (fun k => projector b s k * (projector b s k / (k ^ 2 + κ ^ 2))) := by
        by_contra hn
        exact hP0 (integral_undef hn)
      have hc : Continuous fun k => projector b s k / (k ^ 2 + κ ^ 2) := by
        unfold projector
        exact Continuous.div (by fun_prop) (by fun_prop) (fun k => by positivity)
      refine (memLp_two_iff_integrable_sq hc.aestronglyMeasurable).2
        ((hint.const_mul (κ ^ 2)⁻¹).mono' (hc.pow 2).aestronglyMeasurable
          (Filter.Eventually.of_forall fun k => ?_))
      have hinv : (k ^ 2 + κ ^ 2)⁻¹ ≤ (κ ^ 2)⁻¹ :=
        inv_anti₀ (pow_pos hκ 2) (by linarith [sq_nonneg k])
      have hnn : 0 ≤ projector b s k * (projector b s k / (k ^ 2 + κ ^ 2)) := by
        rw [show projector b s k * (projector b s k / (k ^ 2 + κ ^ 2))
          = projector b s k ^ 2 / (k ^ 2 + κ ^ 2) by ring]
        positivity
      rw [Real.norm_of_nonneg (sq_nonneg _)]
      calc (projector b s k / (k ^ 2 + κ ^ 2)) ^ 2
          = (k ^ 2 + κ ^ 2)⁻¹ * (projector b s k * (projector b s k / (k ^ 2 + κ ^ 2))) := by
            ring
        _ ≤ _ := mul_le_mul_of_nonneg_right hinv hnn
    · rw [hP]
      have hne : k ^ 2 + κ ^ 2 ≠ 0 := by positivity
      have hn : projector b s k / (k ^ 2 + κ ^ 2) * (k ^ 2 + κ ^ 2) = projector b s k :=
        div_mul_cancel₀ _ hne
      linear_combination (1 / 2) * hn - projector b s k / 2 * h
```

Projecting the explicit $\psi$ on $\beta$ gives $P=-(D+q\kappa^2/2)\,I(\kappa)\,P$. Here $P\ne0$, since otherwise $\psi$ would vanish, and cancelling $P$ leaves the secular equation.

Conversely, at a root take $\psi=\beta/(k^2+\kappa^2)$, so $P=I(\kappa)/2\neq0$. The left side of the eigenvalue equation minus the right is
$$\frac{k^2+\kappa^2}{2}\psi+\Big(D+\tfrac{q\kappa^2}{2}\Big)\beta P=\frac{\beta}{2}-\frac{\beta}{2}=0 .$$
Square-integrability follows from $\psi^2\le\kappa^{-2}\,\beta^2/(k^2+\kappa^2)$. The bound is integrable because $\beta$ is bounded; the code reads this off from $P\ne0$, since Lean gives a non-integrable function the integral 0.

```lean
/-- With a nonzero Gaussian projector, `D < 0` and `q ≥ 0`, the ultrasoft eigenvalue problem has
exactly one negative bound-state energy. -/
theorem existsUnique_boundEnergy {b D q : ℝ} (s : ℝ) (hb : b ≠ 0) (hD : D < 0) (hq : 0 ≤ q) :
    ∃! E : ℝ, E < 0 ∧ ∃ ψ, IsBoundState b s D q E ψ := by
  have hc : 0 < 2 * b ^ 2 := by positivity
  obtain ⟨κ, ⟨hκ, hroot⟩, huniq⟩ := existsUnique_root s hc hD hq
  refine ⟨-κ ^ 2 / 2, ⟨by linarith [pow_pos hκ 2],
    (exists_boundState_iff b s D q hκ).2 hroot⟩, ?_⟩
  rintro E ⟨hE, hψ⟩
  -- every negative energy is -x²/2 with x > 0
  have hx : 0 < Real.sqrt (-2 * E) := Real.sqrt_pos.2 (by linarith)
  have hEx : E = -Real.sqrt (-2 * E) ^ 2 / 2 := by
    rw [Real.sq_sqrt (by linarith)]
    ring
  have hψ' : ∃ ψ, IsBoundState b s D q (-Real.sqrt (-2 * E) ^ 2 / 2) ψ := by
    rw [← hEx]
    exact hψ
  have hk := huniq _ ⟨hx, (exists_boundState_iff b s D q hx).1 hψ'⟩
  rw [hk] at hEx
  exact hEx

end

end UltrasoftGaussianBoundState
```

Every $E<0$ is $-x^2/2$ with $x=\sqrt{-2E}>0$. The single root therefore gives a single negative energy, provided that $b\ne0$.

```lean
#print axioms UltrasoftGaussianBoundState.exists_root_iff
#print axioms UltrasoftGaussianBoundState.root_strictAnti_overlap
#print axioms UltrasoftGaussianBoundState.existsUnique_boundEnergy
```

```
'UltrasoftGaussianBoundState.exists_root_iff' depends on axioms: [propext, Classical.choice, Quot.sound]
'UltrasoftGaussianBoundState.root_strictAnti_overlap' depends on axioms: [propext, Classical.choice, Quot.sound]
'UltrasoftGaussianBoundState.existsUnique_boundEnergy' depends on axioms: [propext, Classical.choice, Quot.sound]
```

## An instance with κ = 1

The theorems allow $s=0$, a projector constant in $k$ and so a contact interaction in position space. Then $J=\pi$. Take $b^2=1/\pi$, so $c=2/\pi$ and $I(\kappa)=2/\kappa$. With $D=-1$ and $q=1$,
$$\Big(1-\tfrac{\kappa^2}{2}\Big)\frac{2}{\kappa}=1\iff\kappa^2+\kappa-2=0,$$
whose only positive root is $\kappa=1$, so $E=-1/2$. For $q=0$ the root is $\kappa=2$ and $E=-2$. Normalised by $\langle\psi|\psi\rangle+q\langle\beta|\psi\rangle^2=1$, the state for $q=1$ is $\psi(k)=\sqrt{2/(3\pi)}\,/(k^2+1)$.

## Wavefunctions as elements of $L^2$

In `IsBoundState`, $\psi$ is a function with a value at every $k$. A spike at one momentum $k_0$ and zero elsewhere then counts as a solution with $E=k_0^2/2\ge0$. Taking $\psi$ in $L^2$, with functions identified when they agree almost everywhere, would remove these spikes. The negative energies would be the same. With the pointwise definition used here, the last theorem needs the condition $E<0$, because the spikes would otherwise add further energies.
